# Projectors onto the doublet and quartet of a spin 5/2 in a cubic crystal field

The theorem `projectors` concerns a single spin 5/2 in the cubic crystal field O = O₄₀ + 5 O₄₄. Here O₄₀ and O₄₄ = (J₊⁴ + J₋⁴)/2 are Stevens operators, with ħ = 1 and the z axis along a fourfold axis of the cube, and O is a 6×6 matrix without an overall strength. The theorem states that `P7` = (120 − O)/360 and `P8` = (O + 240)/360 are Hermitian and idempotent, that `P7 * P8` is zero and their sum is the identity, and that their traces are 2 and 4. They are thus orthogonal projectors that split the six-dimensional spin space into a doublet and a quartet. The proof checks `P7` entry by entry from its explicit matrix, then writes `P8` as `1 - P7` and gets the rest by algebra.

The first attempt, which Lean rejects:

```lean
import Mathlib

open Matrix

namespace Projectors

set_option maxHeartbeats 400000

noncomputable section

/-- The square root of 5 as a complex number. -/
def s5 : ℂ := ((Real.sqrt 5 : ℝ) : ℂ)

/-- The square root of 2 as a complex number. -/
def s2 : ℂ := ((Real.sqrt 2 : ℝ) : ℂ)

/-- The combination `u J₊ + v J₋ + z Jz` of the spin-5/2 matrices, in the basis
`m = 5/2, 3/2, 1/2, -1/2, -3/2, -5/2`. -/
def ladder (u v z : ℂ) : Matrix (Fin 6) (Fin 6) ℂ :=
  !![5/2*z, s5*u, 0, 0, 0, 0;
     s5*v, 3/2*z, 2*s2*u, 0, 0, 0;
     0, 2*s2*v, 1/2*z, 3*u, 0, 0;
     0, 0, 3*v, -(1/2)*z, 2*s2*u, 0;
     0, 0, 0, 2*s2*v, -(3/2)*z, s5*u;
     0, 0, 0, 0, s5*v, -(5/2)*z]

/-- The cubic crystal field `O40 + 5 O44`, with the Stevens operators
`O40 = 35 Jz⁴ - (30 X - 25) Jz² + 3 X² - 6 X`, `X = 35/4`, and `O44 = (J₊⁴ + J₋⁴)/2`. -/
def cubicField : Matrix (Fin 6) (Fin 6) ℂ :=
  (35 : ℂ) • ladder 0 0 1 ^ 4 - (30 * (35/4) - 25 : ℂ) • ladder 0 0 1 ^ 2
    + (3 * (35/4)^2 - 6 * (35/4) : ℂ) • (1 : Matrix (Fin 6) (Fin 6) ℂ)
    + (5 : ℂ) • ((1/2 : ℂ) • (ladder 1 0 0 ^ 4 + ladder 0 1 0 ^ 4))

/-- The polynomial `(120 - O)/360` in the cubic field `O`. -/
def P7 : Matrix (Fin 6) (Fin 6) ℂ :=
  (1/360 : ℂ) • ((120 : ℂ) • (1 : Matrix (Fin 6) (Fin 6) ℂ) - cubicField)

/-- The polynomial `(O + 240)/360` in the cubic field `O`. -/
def P8 : Matrix (Fin 6) (Fin 6) ℂ :=
  (1/360 : ℂ) • (cubicField + (240 : ℂ) • (1 : Matrix (Fin 6) (Fin 6) ℂ))

private lemma s5_sq : s5 ^ 2 = 5 := by
  rw [s5, ← Complex.ofReal_pow, Real.sq_sqrt (by norm_num)]
  norm_num

private lemma s2_sq : s2 ^ 2 = 2 := by
  rw [s2, ← Complex.ofReal_pow, Real.sq_sqrt (by norm_num)]
  norm_num

/-- The matrix `(120 - O)/360` written out: it couples `m = 5/2` with `-3/2`
and `m = -5/2` with `3/2`. -/
theorem P7_eq : P7 =
    !![1/6, 0, 0, 0, -s5/6, 0;
       0, 5/6, 0, 0, 0, -s5/6;
       0, 0, 0, 0, 0, 0;
       0, 0, 0, 0, 0, 0;
       -s5/6, 0, 0, 0, 5/6, 0;
       0, -s5/6, 0, 0, 0, 1/6] := by
  have h2 := s2_sq
  have hz : ladder 0 0 1 = diagonal ![5/2, 3/2, 1/2, -(1/2), -(3/2), -(5/2)] := by
    ext i j
    fin_cases i <;> fin_cases j <;> simp [ladder]
  -- fourth power of the raising operator, by squaring twice
  have hp2 : ladder 1 0 0 * ladder 1 0 0 =
      !![0, 0, 2*s5*s2, 0, 0, 0; 0, 0, 0, 6*s2, 0, 0; 0, 0, 0, 0, 6*s2, 0;
         0, 0, 0, 0, 0, 2*s5*s2; 0, 0, 0, 0, 0, 0; 0, 0, 0, 0, 0, 0] := by
    ext i j
    fin_cases i <;> fin_cases j <;>
      simp [ladder, Matrix.mul_apply, Fin.sum_univ_six] <;> ring
  have e : ∀ M : Matrix (Fin 6) (Fin 6) ℂ, M ^ 4 = M * M * (M * M) :=
    fun M => by noncomm_ring
  have hp4 : ladder 1 0 0 ^ 4 =
      !![0, 0, 0, 0, 24*s5, 0; 0, 0, 0, 0, 0, 24*s5; 0, 0, 0, 0, 0, 0;
         0, 0, 0, 0, 0, 0; 0, 0, 0, 0, 0, 0; 0, 0, 0, 0, 0, 0] := by
    rw [e, hp2]
    ext i j
    fin_cases i <;> fin_cases j <;>
      simp [Matrix.mul_apply, Fin.sum_univ_six] <;> grind
  -- the lowering operator is the transpose
  have ht : ladder 0 1 0 = (ladder 1 0 0)ᵀ := by
    ext i j
    fin_cases i <;> fin_cases j <;> simp [ladder]
  rw [P7, cubicField, ht, ← Matrix.transpose_pow, hp4, hz, Matrix.diagonal_pow,
    Matrix.diagonal_pow]
  ext i j
  fin_cases i <;> fin_cases j <;> simp <;> ring

private lemma P8_eq : P8 = 1 - P7 := by
  rw [P8, P7]
  module

/-- `P7` and `P8` are complementary orthogonal projectors, of ranks (traces) 2 and 4. -/
theorem projectors :
    P7 * P7 = P7 ∧ P8 * P8 = P8 ∧ P7 * P8 = 0 ∧ P7 + P8 = 1 ∧
      P7.IsHermitian ∧ P8.IsHermitian ∧ trace P7 = 2 ∧ trace P8 = 4 := by
  have h5 := s5_sq
  have hi : P7 * P7 = P7 := by
    rw [P7_eq]
    ext i j
    fin_cases i <;> fin_cases j <;>
      simp [Matrix.mul_apply, Fin.sum_univ_six] <;> grind
  have hc : (starRingEnd ℂ) s5 = s5 := Complex.conj_ofReal _
  have hh : P7.IsHermitian := by
    rw [P7_eq]
    refine Matrix.IsHermitian.ext fun i j => ?_
    fin_cases i <;> fin_cases j <;> simp [hc]
  have ht : trace P7 = 2 := by
    rw [P7_eq]
    simp [Matrix.trace, Fin.sum_univ_six] <;> norm_num
  rw [P8_eq]
  refine ⟨hi, ?_, ?_, by abel, hh, Matrix.isHermitian_one.sub hh, ht, ?_⟩
  · rw [sub_mul, mul_sub, one_mul, mul_one, hi, sub_self, sub_zero]
  · rw [mul_sub, mul_one, hi, sub_self]
  · rw [Matrix.trace_sub, Matrix.trace_one, ht, Fintype.card_fin]
    norm_num

end

end Projectors
```

Lean reports:

```
Main.lean:112:35: error: Tactic `rewrite` failed: Did not find an occurrence of the pattern
  ?a * 1
in the target expression
  1 - 1 * P7 - P7 * (1 - P7) = 1 - P7

case refine_1
h5 : s5 ^ 2 = 5
hi : P7 * P7 = P7
hc : (starRingEnd ℂ) s5 = s5
hh : P7.IsHermitian
ht : P7.trace = 2
⊢ 1 - 1 * P7 - P7 * (1 - P7) = 1 - P7
```

The error is in the proof that `P8` is idempotent, where the goal is `(1 - P7) * (1 - P7) = 1 - P7`. `sub_mul` turns the left side into `1 * (1 - P7) - P7 * (1 - P7)`. `rw` fixes a lemma's variables at the first match and rewrites only copies of that instance, so `mul_sub` expands the first product, to `1 * 1 - 1 * P7`, and leaves the second alone. `one_mul` then matches `1 * 1`, and `1 * P7` stays. What remains is the expression in the message, which has no product of the form `?a * 1`, so `mul_one` fails.

The repair puts `one_mul` before `mul_sub`. The first product becomes `1 - P7` at once, and the only product left for `mul_sub` is `P7 * (1 - P7)`, which becomes `P7 * 1 - P7 * P7`. Now `mul_one` has its match, `hi` replaces `P7 * P7` by `P7`, and the last two lemmas remove the difference `P7 - P7`.

Putting `norm_num` on its own line in the trace proof is mere tidying.

As a diff, the version that Lean accepts:

```diff
@@ -107,8 +107,9 @@
   have ht : trace P7 = 2 := by
     rw [P7_eq]
-    simp [Matrix.trace, Fin.sum_univ_six] <;> norm_num
+    simp [Matrix.trace, Fin.sum_univ_six]
+    norm_num
   rw [P8_eq]
   refine ⟨hi, ?_, ?_, by abel, hh, Matrix.isHermitian_one.sub hh, ht, ?_⟩
-  · rw [sub_mul, mul_sub, one_mul, mul_one, hi, sub_self, sub_zero]
+  · rw [sub_mul, one_mul, mul_sub, mul_one, hi, sub_self, sub_zero]
   · rw [mul_sub, mul_one, hi, sub_self]
   · rw [Matrix.trace_sub, Matrix.trace_one, ht, Fintype.card_fin]
```
